# Products of two Hermite polynomials as finite sums of single ones

Integral recurrences for Hermite Gaussians start from derivatives of a single Gaussian. The product of two excited oscillator functions on one centre does not arrive in that form: it is a Gaussian times two Hermite polynomials, and the recurrences have no slot for the second polynomial. The problems below turn the product into a finite sum with one Hermite polynomial in each term. In electronic structure theory the product of two basis functions is called an overlap density. Here such a product is written in Hermite Gaussians for one-dimensional oscillator functions with a common centre and exponent.

## Polynomials, coefficients and functions

```lean
import Mathlib

open Polynomial

namespace HermiteLinearisation

noncomputable section
```

The physicists' Hermite polynomials $H_n$ start from the constant $1$, and each further one comes from applying the raising operator $R\,p = 2X\,p - p'$ to the one before. In Lean, `hermiteH n` is an element of `ℝ[X]`, a formal polynomial with real coefficients. An identity between such polynomials gives an identity of numbers at every real $x$.

```lean
/-- The physicists' Hermite polynomials, generated from `H_0 = 1` by the raising
operator `2X - d/dX`. -/
def hermiteH : ℕ → ℝ[X]
  | 0 => 1
  | n + 1 => 2 * X * hermiteH n - derivative (hermiteH n)
```

For natural numbers $m,n,k$ define
$$c(m,n,k) = 2^k\,k!\binom{m}{k}\binom{n}{k}.$$
This is the natural number `linCoeff m n k`. It vanishes when $k>m$ or $k>n$, because `Nat.choose` is then zero.

```lean
/-- The linearisation coefficient `2^k k! C(m,k) C(n,k)`. -/
def linCoeff (m n k : ℕ) : ℕ :=
  2 ^ k * k.factorial * m.choose k * n.choose k
```

The Gaussian is $g(x)=e^{-x^2}$. In Lean, `-x ^ 2` means $-(x^2)$.

```lean
/-- The Gaussian `exp(-x²)`. -/
def gaussian (x : ℝ) : ℝ := Real.exp (-x ^ 2)
```

The oscillator function is $\varphi_n(x)=H_n(x)\,e^{-x^2/2}$, with $x$ the position in units of the oscillator length. It is unnormalised; the normalised function is $\varphi_n/\sqrt{2^n n!\sqrt{\pi}}$.

```lean
/-- The unnormalised oscillator function `H_n(x) exp(-x²/2)`. -/
def oscillator (n : ℕ) (x : ℝ) : ℝ := (hermiteH n).eval x * Real.exp (-x ^ 2 / 2)
```

## (a) The raising rule

Write the step from $H_n$ to $H_{n+1}$ as an equation:
$$H_{n+1} = 2X\,H_n - H_n'.$$

This is the definition itself, so `rfl` proves it. It gives $H_1=2X$, $H_2=4X^2-2$ and $H_3=8X^3-12X$.

```lean
/-- The raising rule `H_{n+1} = 2X H_n - H_n'`. -/
theorem hermiteH_succ (n : ℕ) :
    hermiteH (n + 1) = 2 * X * hermiteH n - derivative (hermiteH n) := rfl
```

## (b) Derivatives of the Gaussian

Show that the recursion produces the polynomials found by differentiating $g$ repeatedly (the Rodrigues formula):
$$g^{(n)}(x) = (-1)^n H_n(x)\,g(x).$$

For $n=0$ both sides are $g(x)$. Suppose the formula holds for $n$. Since $g'(x)=-2x\,g(x)$, differentiating once more gives
$$g^{(n+1)} = (-1)^n\,(H_n' - 2xH_n)\,g = (-1)^{n+1}H_{n+1}\,g,$$
where the last step is the raising rule.

Lean states this as an equality of functions, with `iteratedDeriv n gaussian` for $g^{(n)}$. The step `hg` is the derivative of $g$, `hp` is the product rule, and `ring` collects the sign.

```lean
/-- Rodrigues formula: the `n`-th derivative of `exp(-x²)` is `(-1)^n H_n(x) exp(-x²)`. -/
theorem rodrigues (n : ℕ) :
    iteratedDeriv n gaussian = fun x => (-1) ^ n * (hermiteH n).eval x * gaussian x := by
  induction n with
  | zero => funext x; simp [hermiteH]
  | succ n ih =>
    rw [iteratedDeriv_succ, ih]
    funext x
    have hg : HasDerivAt gaussian (gaussian x * (-(2 * x))) x := by
      have h := ((hasDerivAt_pow 2 x).fun_neg).exp
      exact h.congr_deriv (by simp [gaussian])
    have hp := (((hermiteH n).hasDerivAt x).const_mul ((-1 : ℝ) ^ n)).fun_mul hg
    refine hp.deriv.trans ?_
    simp only [hermiteH_succ, eval_sub, eval_mul, eval_X, eval_ofNat]
    ring
```

## (c) The lowering rule

Show that differentiation takes a Hermite polynomial to a multiple of the previous one:
$$H_{n+1}' = 2(n+1)\,H_n.$$

For $n=0$, $(2X)'=2=2H_0$. Suppose the rule holds for $n$, and differentiate $H_{n+2}=2XH_{n+1}-H_{n+1}'$:
$$H_{n+2}' = 2H_{n+1} + 2X\,H_{n+1}' - H_{n+1}''.$$
By the induction hypothesis $H_{n+1}'=2(n+1)H_n$, and hence $H_{n+1}''=2(n+1)H_n'$. Therefore
$$H_{n+2}' = 2H_{n+1} + 2(n+1)(2XH_n - H_n') = 2(n+2)\,H_{n+1}.$$

In the Lean proof `ih` supplies the first derivative and `hD` the second.

```lean
/-- The lowering rule: `H_{n+1}' = 2(n+1) H_n`. -/
theorem derivative_hermiteH_succ (n : ℕ) :
    derivative (hermiteH (n + 1)) = 2 * ((n : ℝ[X]) + 1) * hermiteH n := by
  induction n with
  | zero => simp [hermiteH]
  | succ n ih =>
    have h2 : derivative (2 * X : ℝ[X]) = 2 := by simp
    have hD : derivative (2 * ((n : ℝ[X]) + 1) * hermiteH n)
        = 2 * ((n : ℝ[X]) + 1) * derivative (hermiteH n) := by
      simp [derivative_mul]
    rw [hermiteH_succ (n + 1), derivative_sub, derivative_mul, h2, ih, hD, hermiteH_succ n]
    push_cast
    ring
```

## (d) A recurrence for the coefficients

Show that raising all three arguments by one gives
$$c(m+1,n+1,k+1) = c(m,n+1,k+1) + 2(n+1)\,c(m,n,k).$$

Pascal's rule $\binom{m+1}{k+1}=\binom{m}{k}+\binom{m}{k+1}$ splits the left side in two. The part with $\binom{m}{k+1}$ is $c(m,n+1,k+1)$. The other part is
$$2^{k+1}(k+1)!\binom{m}{k}\binom{n+1}{k+1}.$$
The absorption identity $(k+1)\binom{n+1}{k+1}=(n+1)\binom{n}{k}$ turns it into $2(n+1)\,2^k k!\binom{m}{k}\binom{n}{k}$, which is the second term.

The absorption identity is `h` in Lean, `h'` arranges the factors so that it applies, and `Nat.choose_succ_succ'` is Pascal's rule.

```lean
/-- Recurrence of the linearisation coefficients when both orders are raised by one. -/
theorem linCoeff_succ (m n k : ℕ) :
    linCoeff (m + 1) (n + 1) (k + 1)
      = linCoeff m (n + 1) (k + 1) + 2 * (n + 1) * linCoeff m n k := by
  have h := Nat.add_one_mul_choose_eq n k
  have h' : 2 * (n + 1) * linCoeff m n k
      = 2 * 2 ^ k * k.factorial * m.choose k * ((n + 1) * n.choose k) := by
    unfold linCoeff
    ring
  rw [h', h]
  unfold linCoeff
  rw [Nat.choose_succ_succ' m k, Nat.factorial_succ]
  ring
```

## (e) Raising one factor of a product

Show that a product of two raised polynomials can be reached from products of lower order:
$$H_{m+1}H_{n+1} = R\,(H_mH_{n+1}) + 2(n+1)\,H_mH_n.$$

For any polynomials $p,q$ the product rule gives
$$R(pq)=2Xpq-p'q-pq'=(Rp)\,q-pq',$$
so $(Rp)\,q=R(pq)+pq'$. Take $p=H_m$ and $q=H_{n+1}$. Then $Rp=H_{m+1}$ by (a), and $q'=2(n+1)H_n$ by (c).

The Lean statement writes $R$ out in full. Its proof rewrites with the same two rules and the product rule, and `ring` compares the sides.

```lean
/-- Product rule for the raising operator: `H_{m+1} H_{n+1}` is `2X - d/dX` applied to
`H_m H_{n+1}`, plus `2(n+1) H_m H_n`. -/
theorem hermiteH_mul_succ (m n : ℕ) :
    hermiteH (m + 1) * hermiteH (n + 1)
      = (2 * X * (hermiteH m * hermiteH (n + 1)) - derivative (hermiteH m * hermiteH (n + 1)))
        + 2 * ((n : ℝ[X]) + 1) * (hermiteH m * hermiteH n) := by
  rw [hermiteH_succ m, derivative_mul, derivative_hermiteH_succ n]
  ring
```

## (f) The expansion with the sum up to $m$

Expand the product in single Hermite polynomials:
$$H_mH_n = \sum_{k=0}^{m} c(m,n,k)\,H_{m+n-2k}.$$
Terms with $k>n$ have coefficient zero, and every negative index falls among them.

Use induction on $m$, with $n$ arbitrary. For $m=0$ the sum is $H_n$. For the pair $(m+1,0)$ only $k=0$ contributes, and it gives $H_{m+1}$.

For $(m+1,n+1)$ start from (e) and insert the expansions of $H_mH_{n+1}$ and $H_mH_n$. The operator $R$ is linear and raises each index by one, so
$$R(H_mH_{n+1}) = \sum_{k=0}^{m} c(m,n+1,k)\,H_{m+n+2-2k}.$$
Separate the term $k=0$, which is $H_{m+n+2}$, and replace $k$ by $k+1$ in the rest:
$$R(H_mH_{n+1}) = H_{m+n+2}+\sum_{k=0}^{m} c(m,n+1,k+1)\,H_{m+n-2k}.$$
The term $k=m$ in this sum is zero and has been added for convenience. Adding $2(n+1)H_mH_n$ and using (d) gives
$$H_{m+1}H_{n+1} = H_{m+n+2}+\sum_{k=0}^{m} c(m+1,n+1,k+1)\,H_{m+n-2k},$$
which is the claimed sum for $(m+1,n+1)$ with its first term written separately.

In Lean, `Finset.range (m + 1)` is the set $0,\dots,m$, and `generalizing n` keeps $n$ arbitrary, since the induction hypothesis is needed at both $n+1$ and $n$. The step `hA` applies $R$ term by term, and `hB` separates the first term and shifts the index. Subtraction of natural numbers stops at zero, so `hB` also checks that wherever the index arithmetic could fail, the coefficient vanishes. The last block compares coefficients through `linCoeff_succ`.

```lean
/-- The product `H_m H_n` expanded in single Hermite polynomials, with the sum
running over all `k ≤ m`. -/
theorem linearisation_range (m n : ℕ) :
    hermiteH m * hermiteH n
      = ∑ k ∈ Finset.range (m + 1), (linCoeff m n k : ℝ[X]) * hermiteH (m + n - 2 * k) := by
  have h0 : hermiteH 0 = 1 := rfl
  induction m generalizing n with
  | zero => simp [linCoeff, h0]
  | succ m ih =>
    cases n with
    | zero =>
      rw [Finset.sum_range_succ']
      simp [linCoeff, h0]
    | succ n =>
      -- the raising operator acts on each term of the expansion of `H_m H_{n+1}`
      have hA : 2 * X * (∑ k ∈ Finset.range (m + 1),
            (linCoeff m (n + 1) k : ℝ[X]) * hermiteH (m + (n + 1) - 2 * k))
          - derivative (∑ k ∈ Finset.range (m + 1),
            (linCoeff m (n + 1) k : ℝ[X]) * hermiteH (m + (n + 1) - 2 * k))
          = ∑ k ∈ Finset.range (m + 1),
            (linCoeff m (n + 1) k : ℝ[X]) * hermiteH (m + (n + 1) - 2 * k + 1) := by
        rw [Finset.mul_sum, derivative_sum, ← Finset.sum_sub_distrib]
        refine Finset.sum_congr rfl fun k _ => ?_
        rw [derivative_mul, derivative_natCast, hermiteH_succ (m + (n + 1) - 2 * k)]
        ring
      -- split off the leading term and shift the summation index
      have hB : ∑ k ∈ Finset.range (m + 1),
            (linCoeff m (n + 1) k : ℝ[X]) * hermiteH (m + (n + 1) - 2 * k + 1)
          = ∑ k ∈ Finset.range (m + 1),
            (linCoeff m (n + 1) (k + 1) : ℝ[X]) * hermiteH (m + n - 2 * k)
            + hermiteH (m + n + 2) := by
        have hz : linCoeff m (n + 1) (m + 1) = 0 := by simp [linCoeff]
        have hext : ∑ k ∈ Finset.range (m + 1),
              (linCoeff m (n + 1) k : ℝ[X]) * hermiteH (m + (n + 1) - 2 * k + 1)
            = ∑ k ∈ Finset.range (m + 1 + 1),
              (linCoeff m (n + 1) k : ℝ[X]) * hermiteH (m + (n + 1) - 2 * k + 1) := by
          rw [Finset.sum_range_succ _ (m + 1), hz, Nat.cast_zero, zero_mul, add_zero]
        rw [hext, Finset.sum_range_succ']
        refine congrArg₂ (· + ·) ?_ ?_
        · refine Finset.sum_congr rfl fun k _ => ?_
          by_cases h : k + 1 ≤ m ∧ k ≤ n
          · rw [show m + (n + 1) - 2 * (k + 1) + 1 = m + n - 2 * k by omega]
          · have hc : linCoeff m (n + 1) (k + 1) = 0 := by
              unfold linCoeff
              rcases lt_or_ge m (k + 1) with h1 | h1
              · rw [Nat.choose_eq_zero_of_lt h1, mul_zero, zero_mul]
              · rw [Nat.choose_eq_zero_of_lt (show n + 1 < k + 1 by omega), mul_zero]
            rw [hc, Nat.cast_zero, zero_mul, zero_mul]
        · rw [show m + (n + 1) - 2 * 0 + 1 = m + n + 2 by omega]
          simp [linCoeff]
      rw [hermiteH_mul_succ, ih (n + 1), ih n, hA, hB, Finset.sum_range_succ' _ (m + 1),
        add_right_comm, Finset.mul_sum, ← Finset.sum_add_distrib]
      -- compare coefficients
      refine congrArg₂ (· + ·) ?_ ?_
      · refine Finset.sum_congr rfl fun k _ => ?_
        rw [linCoeff_succ, show m + 1 + (n + 1) - 2 * (k + 1) = m + n - 2 * k by omega]
        push_cast
        ring
      · rw [show m + 1 + (n + 1) - 2 * 0 = m + n + 2 by omega]
        simp [linCoeff]
```

## (g) The linearisation formula

Remove the zero terms, so that the sum is visibly symmetric in $m$ and $n$:
$$H_mH_n = \sum_{k=0}^{\min(m,n)} 2^k\,k!\binom{m}{k}\binom{n}{k}\,H_{m+n-2k}.$$

If $m\le n$, this is (f). If $n<m$, the terms of (f) with $n<k\le m$ contain $\binom{n}{k}=0$ and drop out. In the remaining terms $2k\le m+n$, so the index is an ordinary difference. `Finset.sum_subset` carries out this removal.

As a numerical instance take $m=2$, $n=3$. The coefficients are $1$, $2\cdot2\cdot3=12$ and $4\cdot2\cdot1\cdot3=24$, so
$$H_2H_3 = H_5+12H_3+24H_1.$$
At $x=1$ the values are $H_1=2$, $H_2=2$, $H_3=-4$ and $H_5=-8$. The left side is $2\cdot(-4)=-8$, and the right side is $-8-48+48=-8$.

The theorem has no hypotheses: it holds for all natural $m$ and $n$, including zero.

```lean
/-- Linearisation formula:
`H_m H_n = ∑_{k ≤ min(m,n)} 2^k k! C(m,k) C(n,k) H_{m+n-2k}`. -/
theorem linearisation (m n : ℕ) :
    hermiteH m * hermiteH n
      = ∑ k ∈ Finset.range (min m n + 1),
          (linCoeff m n k : ℝ[X]) * hermiteH (m + n - 2 * k) := by
  rw [linearisation_range]
  symm
  apply Finset.sum_subset
  · intro k hk
    rw [Finset.mem_range] at *
    omega
  · intro k hk hk'
    rw [Finset.mem_range] at hk hk'
    have h : n < k := by omega
    simp [linCoeff, Nat.choose_eq_zero_of_lt h]
```

## (h) The square

Show that the square of a Hermite polynomial contains only even orders:
$$H_n^2 = \sum_{j=0}^{n} 2^{n-j}(n-j)!\binom{n}{j}^2 H_{2j}.$$

Put $m=n$ in (g), so that the index is $2n-2k$. Substitute $j=n-k$ and use $\binom{n}{n-j}=\binom{n}{j}$. In Lean, `Finset.sum_range_reflect` reverses the order of summation and `Nat.choose_symm` is the binomial symmetry.

```lean
/-- The square of a Hermite polynomial contains only even orders:
`H_n² = ∑_{j ≤ n} 2^(n-j) (n-j)! C(n,j)² H_{2j}`. -/
theorem hermiteH_sq (n : ℕ) :
    hermiteH n ^ 2 = ∑ j ∈ Finset.range (n + 1),
      ((2 ^ (n - j) * (n - j).factorial * n.choose j ^ 2 : ℕ) : ℝ[X]) * hermiteH (2 * j) := by
  rw [sq, linearisation, min_self]
  refine (Finset.sum_range_reflect _ (n + 1)).symm.trans (Finset.sum_congr rfl fun j hj => ?_)
  have hj' : j ≤ n := by
    rw [Finset.mem_range] at hj
    omega
  rw [show n + 1 - 1 - j = n - j by omega, show n + n - 2 * (n - j) = 2 * j by omega]
  unfold linCoeff
  rw [Nat.choose_symm hj']
  push_cast
  ring
```

## (i) Oscillator products in derivatives of one Gaussian

Bring the product of two oscillator functions into the form that the recurrences take:
$$\varphi_m(x)\,\varphi_n(x) = (-1)^{m+n}\sum_{k=0}^{\min(m,n)} c(m,n,k)\,g^{(m+n-2k)}(x).$$

The two exponentials multiply to $g(x)$, so the left side is $H_m(x)H_n(x)\,g(x)$. Expand it by (g). By (b), each term contains $H_\ell\,g=(-1)^\ell g^{(\ell)}$ with $\ell=m+n-2k$. Since $\ell$ and $m+n$ differ by an even number, $(-1)^\ell=(-1)^{m+n}$, and the sign comes out of the sum.

In Lean, `he` combines the exponentials, `hp` evaluates the polynomial identity at $x$, and `hs` says that the two signs multiply to $1$. The final `linear_combination` uses `hs` to match the terms.

For normalised functions, divide both sides by $\sqrt{\pi\,2^{m+n}\,m!\,n!}$. In the instance above, the unnormalised product at $x=1$ is $-8e^{-1}$ and the normalised one is $-8e^{-1}/\sqrt{384\pi}\approx-0.085$.

The theorem concerns pointwise products in one dimension, with both functions at the origin and with the same exponent. It evaluates no integrals, and functions on different centres would need a different expansion.

```lean
/-- A one-centre product of two oscillator functions is a finite combination of
derivatives of the single Gaussian `exp(-x²)`, of orders `m+n-2k` with `k ≤ min(m,n)`. -/
theorem oscillator_mul (m n : ℕ) (x : ℝ) :
    oscillator m x * oscillator n x
      = (-1) ^ (m + n) * ∑ k ∈ Finset.range (min m n + 1),
          (linCoeff m n k : ℝ) * iteratedDeriv (m + n - 2 * k) gaussian x := by
  have he : Real.exp (-x ^ 2 / 2) * Real.exp (-x ^ 2 / 2) = gaussian x := by
    unfold gaussian
    rw [← Real.exp_add]
    congr 1
    ring
  have hp := congrArg (eval x) (linearisation m n)
  rw [eval_mul, eval_finsetSum] at hp
  have hprod : oscillator m x * oscillator n x
      = ((hermiteH m).eval x * (hermiteH n).eval x) * gaussian x := by
    rw [← he]
    unfold oscillator
    ring
  rw [hprod, hp, Finset.sum_mul, Finset.mul_sum]
  refine Finset.sum_congr rfl fun k hk => ?_
  rw [Finset.mem_range] at hk
  -- the two signs cancel because the orders differ by an even number
  have hs : (-1 : ℝ) ^ (m + n) * (-1) ^ (m + n - 2 * k) = 1 := by
    rw [← pow_add, show m + n + (m + n - 2 * k) = 2 * (m + n - k) by omega, pow_mul]
    simp
  simp only [rodrigues, eval_mul, eval_natCast]
  linear_combination
    (-((linCoeff m n k : ℝ) * (hermiteH (m + n - 2 * k)).eval x * gaussian x)) * hs

end

end HermiteLinearisation
```

```lean
#print axioms HermiteLinearisation.hermiteH_sq
#print axioms HermiteLinearisation.oscillator_mul
```

```
'HermiteLinearisation.hermiteH_sq' depends on axioms: [propext, Classical.choice, Quot.sound]
'HermiteLinearisation.oscillator_mul' depends on axioms: [propext, Classical.choice, Quot.sound]
```
